# In a real potential and for Im E > 0, the logarithmic derivative of a nonzero radial solution with u(0) = 0 has negative imaginary part

## A free wave at E = 2i

Take a free particle in units with ħ²/2m = 1 and the wave u(x) = sin(kx) with k = 1 + i. It solves u'' = −E u with E = k² = 2i, and it vanishes at the origin. With u* for the complex conjugate,

(u* u')' = |u'|² − E |u|².

The first term is real, so Im(u* u') changes at the rate −2|u|². It starts from zero at x = 0 and can only fall. Since |u|² = (cosh 2x − cos 2x)/2, integrating up to R > 0 and dividing by |u(R)|² gives

Im(u'(R)/u(R)) = −(sinh 2R − sin 2R)/(cosh 2R − cos 2R) < 0.

A real potential would add only another real term to (u* u')', so the mechanism survives.

## Inward flux at the sphere boundary

An electron inside an atomic sphere of radius R is joined to the outside through the logarithmic derivative u'(R)/u(R) of its radial function. The problem is to find the sign of its imaginary part at complex energy.

A state with time factor exp(−iEt) and Im E > 0 grows in time. Its norm inside the sphere must be fed by a current through the boundary, and that current is proportional to Im(u* u') at R. Inward current means a negative sign.

Multiple-scattering calculations of electronic structure use such boundary data at complex energies; for one electron in a real radial potential, the result fixes the sign of their imaginary part, under the condition at the origin discussed below.

Here u is r times the radial wave function φ. Many texts use D = R φ'(R)/φ(R) instead, which equals R u'(R)/u(R) − 1, so its imaginary part is R times the one here.

## The identity and its hypotheses

Let V be real and Im E ≠ 0. Let u solve u'' = (V − E)u on [0, R], with u(0) = 0 and u not zero throughout the interval. Then u(R) ≠ 0 and

Im(u'(R)/u(R)) = −Im E · ∫₀ᴿ |u|² dx / |u(R)|².

In Lean, `IsSolution V E R u w` says that on the closed interval `Icc 0 R` the function `w` is the derivative of `u`, and (V − E)u is the derivative of `w`. Derivatives at the end points are one-sided. The boundary condition is the separate hypothesis `h0`, and `hne` supplies a point where `u` is nonzero. The solution is given, not constructed. Continuity of V is not assumed, and R > 0 follows from `h0` and `hne`.

For angular momentum l, V includes the centrifugal term l(l+1)/x². The equation is also imposed at x = 0, where u(0) = 0 forces u''(0) = 0, whatever value V is given there. This excludes an s wave at a point nucleus, for which the Coulomb singularity makes u''(0) ≠ 0, and also p waves, for which u starts as x². Passing to those cases needs a separate argument near the origin.

## Flux from a Wronskian

Let u₁ and u₂ solve the equation at energies E₁ and E₂ in the same potential, both vanishing at 0. Put W = u₁u₂' − u₁'u₂. The products of first derivatives cancel, and

W' = u₁(V − E₂)u₂ − (V − E₁)u₁u₂ = (E₁ − E₂)u₁u₂.

Since W(0) = 0, integration gives

W(R) = (E₁ − E₂) ∫₀ᴿ u₁u₂ dx.

If neither function vanishes at R, division by u₁(R)u₂(R) gives the difference of the logarithmic derivatives:

u₂'(R)/u₂(R) − u₁'(R)/u₁(R) = (E₁ − E₂) ∫₀ᴿ u₁u₂ dx / (u₁(R)u₂(R)).

Because V is real, conjugating the equation shows that u* is a solution at energy E*. Choose u₁ = u* and u₂ = u. Then W = u* u' − (u*)' u = 2i Im(u* u') and E* − E = −2i Im E, so

Im(u* u')(R) = −Im E · ∫₀ᴿ |u|² dx.

The integrand is continuous, nonnegative and positive somewhere. That point is not 0, so R > 0 and the integral is positive. If u(R) were zero, the left side would vanish while the right side would not. Hence u(R) ≠ 0, and u'/u = u* u'/|u|² at R gives the identity. For Im E > 0 its right side is negative.

## Absorbing potentials

If V is complex, as in an optical model, the same differentiation gives

Im(u* u')(R) = ∫₀ᴿ (Im V − Im E)|u|² dx.

At real energy, absorption with Im V < 0 therefore also draws flux inward. The Lean theorems keep V real, so this variant rests on the calculation just given.

## The Lean file

```lean
import Mathlib

open Set ComplexConjugate

namespace ComplexEnergyLogDeriv

/-- The pair `(u, w)` solves the radial equation `u'' = (V - E) u` on `[0, R]`, with `w = u'`;
at the end points the derivatives are one-sided. -/
structure IsSolution (V : ℝ → ℝ) (E : ℂ) (R : ℝ) (u w : ℝ → ℂ) : Prop where
  deriv_u : ∀ x ∈ Icc 0 R, HasDerivWithinAt u (w x) (Icc 0 R) x
  deriv_w : ∀ x ∈ Icc 0 R, HasDerivWithinAt w (((V x : ℂ) - E) * u x) (Icc 0 R) x

variable {V : ℝ → ℝ} {E E₁ E₂ : ℂ} {R : ℝ} {u w u₁ w₁ u₂ w₂ : ℝ → ℂ}

/-- For two solutions in the same potential that vanish at the origin, the Wronskian at `R ≥ 0`
is the energy difference times the integral of their product. -/
theorem wronskian_eq (hR : 0 ≤ R) (h₁ : IsSolution V E₁ R u₁ w₁)
    (h₂ : IsSolution V E₂ R u₂ w₂) (h10 : u₁ 0 = 0) (h20 : u₂ 0 = 0) :
    u₁ R * w₂ R - w₁ R * u₂ R = (E₁ - E₂) * ∫ x in (0 : ℝ)..R, u₁ x * u₂ x := by
  have hc₁ : ContinuousOn u₁ (Icc 0 R) := fun x hx => (h₁.deriv_u x hx).continuousWithinAt
  have hc₂ : ContinuousOn u₂ (Icc 0 R) := fun x hx => (h₂.deriv_u x hx).continuousWithinAt
  -- the potential cancels in the derivative of the Wronskian
  have key : ∀ x ∈ Icc 0 R, HasDerivWithinAt (fun y => u₁ y * w₂ y - w₁ y * u₂ y)
      ((E₁ - E₂) * (u₁ x * u₂ x)) (Icc 0 R) x := by
    intro x hx
    have h := ((h₁.deriv_u x hx).mul (h₂.deriv_w x hx)).sub
      ((h₁.deriv_w x hx).mul (h₂.deriv_u x hx))
    exact h.congr_deriv (by ring)
  have hint : IntervalIntegrable (fun x => (E₁ - E₂) * (u₁ x * u₂ x))
      MeasureTheory.volume 0 R :=
    ContinuousOn.intervalIntegrable_of_Icc hR (continuousOn_const.mul (hc₁.mul hc₂))
  have ftc := intervalIntegral.integral_eq_sub_of_hasDerivAt_of_le hR
    (fun x hx => (key x hx).continuousWithinAt)
    (fun x hx => (key x (Ioo_subset_Icc_self hx)).hasDerivAt (Icc_mem_nhds hx.1 hx.2)) hint
  rw [intervalIntegral.integral_const_mul] at ftc
  rw [ftc]
  simp [h10, h20]

/-- For two solutions in the same potential that vanish at the origin and not at `R ≥ 0`, the
logarithmic derivatives at `R` differ by the energy difference times the integral of the product of
the solutions, divided by the product of their values at `R`. -/
theorem logDeriv_sub (hR : 0 ≤ R) (h₁ : IsSolution V E₁ R u₁ w₁)
    (h₂ : IsSolution V E₂ R u₂ w₂) (h10 : u₁ 0 = 0) (h20 : u₂ 0 = 0)
    (hu₁ : u₁ R ≠ 0) (hu₂ : u₂ R ≠ 0) :
    w₂ R / u₂ R - w₁ R / u₁ R =
      (E₁ - E₂) * (∫ x in (0 : ℝ)..R, u₁ x * u₂ x) / (u₁ R * u₂ R) := by
  rw [← wronskian_eq hR h₁ h₂ h10 h20, div_sub_div _ _ hu₂ hu₁,
    div_eq_div_iff (mul_ne_zero hu₂ hu₁) (mul_ne_zero hu₁ hu₂)]
  ring

/-- In a real potential, the complex conjugate of a solution at energy `E` is a solution at the
conjugate energy. -/
theorem IsSolution.conjugate (h : IsSolution V E R u w) :
    IsSolution V (conj E) R (fun x => conj (u x)) (fun x => conj (w x)) where
  deriv_u := fun x hx => (h.deriv_u x hx).star
  deriv_w := fun x hx => by
    refine (h.deriv_w x hx).star.congr_deriv ?_
    change conj (((V x : ℂ) - E) * u x) = _
    simp only [map_mul, map_sub, Complex.conj_ofReal]

/-- In a real potential, for a solution that vanishes at the origin, the flux `Im (conj u * u')` at
`R ≥ 0` is `-Im E` times the integral of `|u|²` over `[0, R]`. -/
theorem flux_eq (hR : 0 ≤ R) (h : IsSolution V E R u w) (h0 : u 0 = 0) :
    (conj (u R) * w R).im = -E.im * ∫ x in (0 : ℝ)..R, ‖u x‖ ^ 2 := by
  -- Wronskian of the solution with its own conjugate
  have W : conj (u R) * w R - conj (w R) * u R =
      (conj E - E) * ∫ x in (0 : ℝ)..R, conj (u x) * u x :=
    wronskian_eq hR h.conjugate h (by simp [h0]) h0
  have hi : ∫ x in (0 : ℝ)..R, conj (u x) * u x =
      ((∫ x in (0 : ℝ)..R, ‖u x‖ ^ 2 : ℝ) : ℂ) := by
    rw [← intervalIntegral.integral_ofReal]
    refine intervalIntegral.integral_congr fun x _ => ?_

    rw [mul_comm, Complex.mul_conj, Complex.normSq_eq_norm_sq]
  rw [hi] at W
  have him := congrArg Complex.im W
  simp only [Complex.sub_im, Complex.sub_re, Complex.mul_im, Complex.conj_re,
    Complex.conj_im, Complex.ofReal_re, Complex.ofReal_im] at him ⊢
  linear_combination him / 2

/-- If a solution vanishes at the origin but not on all of `[0, R]`, then `R` is positive and so
is the integral of `|u|²` over `[0, R]`. -/
theorem norm_integral_pos (h : IsSolution V E R u w) (h0 : u 0 = 0)
    (hne : ∃ x ∈ Icc 0 R, u x ≠ 0) :
    0 < R ∧ 0 < ∫ x in (0 : ℝ)..R, ‖u x‖ ^ 2 := by
  obtain ⟨c, hc, huc⟩ := hne
  have hc0 : c ≠ 0 := fun hz => huc (by rw [hz]; exact h0)
  have hR : 0 < R := (lt_of_le_of_ne hc.1 hc0.symm).trans_le hc.2
  have hcont : ContinuousOn u (Icc 0 R) := fun x hx => (h.deriv_u x hx).continuousWithinAt
  exact ⟨hR, intervalIntegral.integral_pos hR (hcont.norm.pow 2)
    (fun x _ => sq_nonneg _) ⟨c, hc, pow_pos (norm_pos_iff.mpr huc) 2⟩⟩

/-- In a real potential and at an energy off the real axis, a solution that vanishes at the origin
but not on all of `[0, R]` is nonzero at `R`, and the imaginary part of its logarithmic derivative
there is `-Im E` times the integral of `|u|²` over `[0, R]`, divided by `|u(R)|²`. -/
theorem im_logDeriv (hE : E.im ≠ 0) (h : IsSolution V E R u w) (h0 : u 0 = 0)
    (hne : ∃ x ∈ Icc 0 R, u x ≠ 0) :
    u R ≠ 0 ∧
      (w R / u R).im = -E.im * (∫ x in (0 : ℝ)..R, ‖u x‖ ^ 2) / ‖u R‖ ^ 2 := by
  obtain ⟨hR, hpos⟩ := norm_integral_pos h h0 hne
  have F := flux_eq hR.le h h0
  -- a node at `R` would make the flux vanish
  have hu : u R ≠ 0 := by
    intro hz
    rw [hz] at F
    simp only [map_zero, zero_mul, Complex.zero_im] at F
    exact mul_ne_zero (neg_ne_zero.mpr hE) hpos.ne' F.symm
  refine ⟨hu, ?_⟩
  have hc : conj (u R) ≠ 0 := (map_ne_zero _).mpr hu
  have hq : w R / u R = conj (u R) * w R / ((‖u R‖ ^ 2 : ℝ) : ℂ) := by
    rw [← Complex.normSq_eq_norm_sq, ← Complex.mul_conj,
      div_eq_div_iff hu (mul_ne_zero hu hc)]
    ring
  rw [hq, Complex.div_ofReal_im, F]

/-- In a real potential and for `Im E > 0`, the logarithmic derivative at `R` of a solution that
vanishes at the origin but not on all of `[0, R]` has negative imaginary part. -/
theorem im_logDeriv_neg (hE : 0 < E.im) (h : IsSolution V E R u w) (h0 : u 0 = 0)
    (hne : ∃ x ∈ Icc 0 R, u x ≠ 0) : (w R / u R).im < 0 := by
  obtain ⟨hu, him⟩ := im_logDeriv hE.ne' h h0 hne
  have hpos := (norm_integral_pos h h0 hne).2
  rw [him]
  exact div_neg_of_neg_of_pos (mul_neg_of_neg_of_pos (neg_lt_zero.mpr hE) hpos)
    (pow_pos (norm_pos_iff.mpr hu) 2)

/-- For zero potential, `sin (k x)` with derivative `k cos (k x)` is a solution at the energy
`k²`, for every complex wave number `k`. -/
theorem free_witness (k : ℂ) (R : ℝ) :
    IsSolution (fun _ => 0) (k ^ 2) R (fun x => Complex.sin (k * x))
      (fun x => k * Complex.cos (k * x)) := by
  have hl : ∀ x : ℝ, HasDerivAt (fun z : ℂ => k * z) k (x : ℂ) := fun x => by
    simpa using (hasDerivAt_id' (x : ℂ)).const_mul k
  constructor
  · intro x _
    have hs : HasDerivAt (fun z : ℂ => Complex.sin (k * z)) (k * Complex.cos (k * x)) (x : ℂ) :=
      (hl x).csin.congr_deriv (by ring)
    exact hs.comp_ofReal.hasDerivWithinAt
  · intro x _
    have hs : HasDerivAt (fun z : ℂ => k * Complex.cos (k * z))
        ((((0 : ℝ) : ℂ) - k ^ 2) * Complex.sin (k * x)) (x : ℂ) :=
      ((hl x).ccos.const_mul k).congr_deriv (by push_cast; ring)
    exact hs.comp_ofReal.hasDerivWithinAt

/-- For a free particle with `Im k² > 0` and `R > 0`, `sin (k R)` is nonzero and
`k cos (k R) / sin (k R)` has negative imaginary part. -/
theorem free_logDeriv_neg {k : ℂ} (hk : 0 < (k ^ 2).im) (hR : 0 < R) :
    Complex.sin (k * R) ≠ 0 ∧ (k * Complex.cos (k * R) / Complex.sin (k * R)).im < 0 := by
  -- the zeros of the sine are real, while `k` is not
  have hs : Complex.sin (k * R) ≠ 0 := by
    intro hz
    obtain ⟨n, hn⟩ := Complex.sin_eq_zero_iff.mp hz
    have hi : k.im * R = 0 := by
      have him := congrArg Complex.im hn
      simpa using him
    have hk0 : k.im = 0 := (mul_eq_zero.mp hi).resolve_right hR.ne'
    rw [pow_two, Complex.mul_im, hk0] at hk
    simp at hk
  have h0 : Complex.sin (k * ((0 : ℝ) : ℂ)) = 0 := by
    rw [Complex.ofReal_zero, mul_zero, Complex.sin_zero]
  have hne : ∃ x ∈ Icc (0 : ℝ) R, Complex.sin (k * (x : ℂ)) ≠ 0 :=
    ⟨R, ⟨hR.le, le_rfl⟩, hs⟩
  have hneg := im_logDeriv_neg (V := fun _ => 0) (E := k ^ 2) (R := R)
    (u := fun x : ℝ => Complex.sin (k * (x : ℂ)))
    (w := fun x : ℝ => k * Complex.cos (k * (x : ℂ))) hk (free_witness k R) h0 hne
  exact ⟨hs, hneg⟩

end ComplexEnergyLogDeriv
```

```lean
#print axioms ComplexEnergyLogDeriv.logDeriv_sub
-- 'ComplexEnergyLogDeriv.logDeriv_sub' depends on axioms: [propext, Classical.choice, Quot.sound]
#print axioms ComplexEnergyLogDeriv.im_logDeriv_neg
-- 'ComplexEnergyLogDeriv.im_logDeriv_neg' depends on axioms: [propext, Classical.choice, Quot.sound]
#print axioms ComplexEnergyLogDeriv.free_logDeriv_neg
-- 'ComplexEnergyLogDeriv.free_logDeriv_neg' depends on axioms: [propext, Classical.choice, Quot.sound]
```

## From the Wronskian to the sign in Lean

In `wronskian_eq`, the step `key` is the product rule, and `ring` cancels the potential. The fundamental theorem of calculus then needs continuity on the closed interval, a derivative in its interior and an integrable derivative. The last comes from the continuity of u₁u₂, which is why V itself needs no regularity assumption. The final `simp` removes the boundary term at 0. `logDeriv_sub` is the division by u₁(R)u₂(R).

`IsSolution.conjugate` conjugates both derivative statements, using that V(x) is real. `flux_eq` applies `wronskian_eq` to the conjugate pair, rewrites u* u as |u|² and takes imaginary parts; the factor 2 is removed by `linear_combination him / 2`.

`norm_integral_pos` provides R > 0 and the positive integral. `im_logDeriv` uses them to exclude a node at R, then writes the quotient over the real denominator |u(R)|², so that the flux can be substituted. `im_logDeriv_neg` reads off the sign.

The last two theorems treat the free wave for general complex k. `free_witness` checks that sin(kx) solves the equation at energy k². In `free_logDeriv_neg`, a zero of sin(kR) would make kR a real multiple of π, hence k real, contradicting Im k² > 0. The general sign theorem then gives Im(k cot kR) < 0.
